# Optimal stripe width, Bloch wall energy and a two-domain energy criterion for a magnetic sphere

A ferromagnet can lower its stray-field energy by splitting into domains, but it then pays for the walls between them. The stripe model below compares the two with the wall energy per area as a given constant. To calculate such a wall energy, a wall is then modelled as a one-dimensional angle profile $\theta(x)$, with its energy integrated over a finite interval. The infinite wall appears only as a limit.

## Energies and symbols

```lean
import Mathlib

open Real Filter Topology

namespace MagneticDomains

noncomputable section
```

For a plate of thickness $t$ divided into stripes of width $w$, the wall area per unit plate area is $t/w$. With wall energy $\sigma$ per unit area, the walls cost $\sigma t/w$. The surface charges of alternating stripes give a stray-field energy that grows with $w$. The postulated constant $c$ is its slope, an energy per volume, and treating it as constant is appropriate for stripes narrow compared with the plate thickness.

```lean
/-- Energy of a stripe pattern of width `w ≠ 0`: a wall term `σ t / w` and a
stray-field term `c w`. -/
def stripeEnergy (σ t c w : ℝ) : ℝ := σ * t / w + c * w
```

In a wall, $\theta$ is the angle between the magnetization and the easy axis, $A$ is the exchange stiffness and $K$ the uniaxial anisotropy constant. The energy density is $A\theta'^2+K\sin^2\theta$. It has no stray-field term, as suits a Bloch wall, where the magnetization turns in the plane of the wall and creates no volume charge.

```lean
/-- Exchange and anisotropy energy per unit wall area of the angle profile `θ`
between the positions `a` and `b`. -/
def wallEnergy (A K : ℝ) (θ : ℝ → ℝ) (a b : ℝ) : ℝ :=
  ∫ x in a..b, (A * (deriv θ x) ^ 2 + K * (Real.sin (θ x)) ^ 2)
```

The trial profile has an inverse length $q$ as its parameter.

```lean
/-- The Bloch wall profile with inverse width `q`. -/
def wallProfile (q x : ℝ) : ℝ := 2 * Real.arctan (Real.exp (q * x))
```

The sphere has radius $R$, and `M` is the saturation magnetization, usually written $M_s$. Its wall is a flat equatorial disk of area $\pi R^2$. The prefactor in `sphereWallCost` is written into the definition; parts (d) and (f) supply its justification.

```lean
/-- Cost of a wall of energy `4 √(AK)` per area across the equatorial disk of a
sphere of radius `R`. -/
def sphereWallCost (A K R : ℝ) : ℝ := 4 * √(A * K) * (π * R ^ 2)
```

A uniformly magnetized sphere has demagnetizing factor $1/3$, hence energy density $\tfrac12\mu_0M^2\cdot\tfrac13$, where $\mu_0$ is the vacuum permeability.

```lean
/-- Magnetostatic energy of a uniformly magnetized sphere of radius `R`: the energy
density `μ₀ M² / 6` times the volume. -/
def sphereMagnetostatic (μ₀ M R : ℝ) : ℝ := μ₀ * M ^ 2 / 6 * (4 * π * R ^ 3 / 3)
```

The last definition names the radius needed in part (g).

```lean
/-- The critical radius `36 √(AK) / (μ₀ M²)`, for nonzero `μ₀` and `M`. -/
def criticalRadius (A K μ₀ M : ℝ) : ℝ := 36 * √(A * K) / (μ₀ * M ^ 2)
```

All quantities are real numbers in consistent units; Lean does not track dimensions.

## (a) The stripe energy as a constant plus a square

**Task.** For positive $\sigma,t,c,w$, show that
$$\frac{\sigma t}{w}+cw=2\sqrt{\sigma tc}+\frac{c(w-w_0)^2}{w},\qquad w_0=\sqrt{\frac{\sigma t}{c}}.$$

**Solution.** Since $cw_0^2=\sigma t$,
$$\frac{\sigma t}{w}+cw=\frac{c(w_0^2+w^2)}{w}=\frac{c\left[(w-w_0)^2+2ww_0\right]}{w}=2cw_0+\frac{c(w-w_0)^2}{w}.$$
Finally, $(cw_0)^2=\sigma tc$ and $cw_0>0$, so $cw_0=\sqrt{\sigma tc}$.

In the proof, `h1` is the relation $cw_0^2=\sigma t$. The `generalize` step replaces the root by a letter `s`, `h2` identifies the other root as `c * s`, and `field_simp` with `ring` finishes the algebra.

```lean
/-- For positive constants and positive width, the stripe energy is `2 √(σ t c)` plus `c / w` times
the squared distance of the width from `√(σ t / c)`. -/
theorem stripeEnergy_eq {σ t c w : ℝ} (hσ : 0 < σ) (ht : 0 < t) (hc : 0 < c)
    (hw : 0 < w) :
    stripeEnergy σ t c w = 2 * √(σ * t * c) + c * (w - √(σ * t / c)) ^ 2 / w := by
  have h1 : c * √(σ * t / c) ^ 2 = σ * t := by
    rw [Real.sq_sqrt (by positivity)]
    field_simp
  have hs : 0 ≤ √(σ * t / c) := Real.sqrt_nonneg _
  generalize √(σ * t / c) = s at h1 hs ⊢
  have h2 : √(σ * t * c) = c * s := by
    rw [show σ * t * c = (c * s) ^ 2 by linear_combination (-c) * h1]
    exact Real.sqrt_sq (by positivity)
  unfold stripeEnergy
  rw [h2, ← h1]
  field_simp
  ring
```

## (b) The unique best width

**Task.** Show that a width $w>0$ satisfies $E(w)\le E(v)$ for every $v>0$, where $E(w)=\sigma t/w+cw$, if and only if
$$w=\sqrt{\frac{\sigma t}{c}}.$$

**Solution.** Let $w_0$ be the right-hand side, which is positive. If $w$ is a minimizer, compare it with $v=w_0$. By (a),
$$E(w)-E(w_0)=\frac{c(w-w_0)^2}{w},$$
which would be positive if $w\ne w_0$, contradicting minimality. Conversely, if $w=w_0$, then $E(w)=2\sqrt{\sigma tc}$, while (a) gives $E(v)\ge2\sqrt{\sigma tc}$ for every $v>0$.

The equivalence gives existence as well as uniqueness, because $w_0$ is itself an allowed width. With $\sigma$ and $c$ fixed, the best width grows as $\sqrt t$.

The two bullets in the Lean proof are these two directions. In each, `z` is the square that vanishes and `p` the sign of the other one; `linarith` compares the energies.

```lean
/-- For positive constants, a positive stripe width minimizes the energy among all
positive widths exactly when it equals `√(σ t / c)`. -/
theorem stripe_minimizer_iff {σ t c w : ℝ} (hσ : 0 < σ) (ht : 0 < t) (hc : 0 < c)
    (hw : 0 < w) :
    (∀ v, 0 < v → stripeEnergy σ t c w ≤ stripeEnergy σ t c v) ↔
      w = √(σ * t / c) := by
  have hs : 0 < √(σ * t / c) := Real.sqrt_pos.mpr (by positivity)
  constructor
  · intro h
    by_contra hne
    have h1 := h _ hs
    rw [stripeEnergy_eq hσ ht hc hw, stripeEnergy_eq hσ ht hc hs] at h1
    have z : c * (√(σ * t / c) - √(σ * t / c)) ^ 2 / √(σ * t / c) = 0 := by
      rw [sub_self]
      simp
    have d : 0 < (w - √(σ * t / c)) ^ 2 :=
      lt_of_le_of_ne (sq_nonneg _) (Ne.symm (pow_ne_zero 2 (sub_ne_zero.mpr hne)))
    have p := div_pos (mul_pos hc d) hw
    linarith
  · intro h v hv
    have z : c * (w - √(σ * t / c)) ^ 2 / w = 0 := by
      rw [← h, sub_self]
      simp
    have p : 0 ≤ c * (v - √(σ * t / c)) ^ 2 / v := by positivity
    rw [stripeEnergy_eq hσ ht hc hw, stripeEnergy_eq hσ ht hc hv]
    linarith
```

## (c) The wall energy as a boundary term plus a square

**Task.** For $A,K\ge0$ and a continuously differentiable $\theta$, show that
$$\int_a^b\left(A\theta'^2+K\sin^2\theta\right)dx=2\sqrt{AK}\left[\cos\theta(a)-\cos\theta(b)\right]+\int_a^b\left(\sqrt A\,\theta'-\sqrt K\sin\theta\right)^2dx.$$

**Solution.** Expanding the square gives, at each $x$,
$$A\theta'^2+K\sin^2\theta=\left(\sqrt A\,\theta'-\sqrt K\sin\theta\right)^2+2\sqrt{AK}\,\theta'\sin\theta.$$
The cross term is a total derivative, since $\theta'\sin\theta=-(\cos\theta)'$. Its integral is therefore
$$2\sqrt{AK}\int_a^b\theta'\sin\theta\,dx=2\sqrt{AK}\left[\cos\theta(a)-\cos\theta(b)\right].$$

The hypotheses `hd` and `hc` ask for a continuously differentiable profile on the whole line, although the energy uses only the interval. In the proof, `hpt` is the pointwise identity and `ftc` the integrated cross term. Continuity of both parts allows the integral to be split.

```lean
/-- For nonnegative `A` and `K` and a continuously differentiable profile, the wall
energy is a boundary term plus the integral of a square. -/
theorem wallEnergy_eq {A K : ℝ} {θ : ℝ → ℝ} (hA : 0 ≤ A) (hK : 0 ≤ K)
    (hd : Differentiable ℝ θ) (hc : Continuous (deriv θ)) (a b : ℝ) :
    wallEnergy A K θ a b = 2 * √(A * K) * (Real.cos (θ a) - Real.cos (θ b)) +
      ∫ x in a..b, (√A * deriv θ x - √K * Real.sin (θ x)) ^ 2 := by
  have hθ : Continuous θ := hd.continuous
  have hder : ∀ x, HasDerivAt (fun y => -(2 * √(A * K)) * Real.cos (θ y))
      (2 * √(A * K) * (Real.sin (θ x) * deriv θ x)) x := fun x =>
    ((hd x).hasDerivAt.cos.const_mul _).congr_deriv (by ring)
  have hi : Continuous fun x => 2 * √(A * K) * (Real.sin (θ x) * deriv θ x) := by
    fun_prop
  have hj : Continuous fun x => (√A * deriv θ x - √K * Real.sin (θ x)) ^ 2 := by
    fun_prop
  -- the cross term is a total derivative
  have ftc : ∫ x in a..b, 2 * √(A * K) * (Real.sin (θ x) * deriv θ x) =
      -(2 * √(A * K)) * Real.cos (θ b) - -(2 * √(A * K)) * Real.cos (θ a) :=
    intervalIntegral.integral_eq_sub_of_hasDerivAt (fun x _ => hder x)
      (hi.intervalIntegrable a b)
  -- complete the square in the energy density
  have hpt : ∀ x, A * (deriv θ x) ^ 2 + K * (Real.sin (θ x)) ^ 2 =
      2 * √(A * K) * (Real.sin (θ x) * deriv θ x) +
        (√A * deriv θ x - √K * Real.sin (θ x)) ^ 2 := by
    intro x
    rw [Real.sqrt_mul hA]
    linear_combination (-(deriv θ x) ^ 2) * Real.sq_sqrt hA -
      (Real.sin (θ x)) ^ 2 * Real.sq_sqrt hK
  simp only [wallEnergy, hpt]
  rw [intervalIntegral.integral_add (hi.intervalIntegrable a b)
    (hj.intervalIntegrable a b), ftc]
  ring
```

## (d) A lower bound for a 180° wall

**Task.** Let $A,K\ge0$ and $a\le b$, and let $\theta$ be continuously differentiable with $\theta(a)=0$ and $\theta(b)=\pi$. Show that
$$\int_a^b\left(A\theta'^2+K\sin^2\theta\right)dx\ge4\sqrt{AK}.$$

**Solution.** The boundary term in (c) is
$$2\sqrt{AK}\,(\cos0-\cos\pi)=4\sqrt{AK},$$
and the remaining integral is nonnegative because its integrand is a square and $a\le b$.

The Lean proof records that sign as `hn`, rewrites the energy with (c), and inserts the two cosines. The bound holds for every such profile, monotonic or not.

```lean
/-- For nonnegative `A` and `K`, a continuously differentiable wall that turns the
magnetization from angle `0` at `a` to `π` at `b ≥ a` costs at least `4 √(AK)` per area. -/
theorem wallEnergy_ge {A K a b : ℝ} {θ : ℝ → ℝ} (hA : 0 ≤ A) (hK : 0 ≤ K)
    (hd : Differentiable ℝ θ) (hc : Continuous (deriv θ)) (hab : a ≤ b)
    (h0 : θ a = 0) (h1 : θ b = π) : 4 * √(A * K) ≤ wallEnergy A K θ a b := by
  have hn : 0 ≤ ∫ x in a..b, (√A * deriv θ x - √K * Real.sin (θ x)) ^ 2 :=
    intervalIntegral.integral_nonneg hab (fun x _ => sq_nonneg _)
  rw [wallEnergy_eq hA hK hd hc, h0, h1, Real.cos_zero, Real.cos_pi]
  linarith
```

## (e) The first-order equation of the Bloch profile

**Task.** For any real $q$, show that $\theta(x)=2\arctan(e^{qx})$ satisfies
$$\theta'=q\sin\theta.$$

**Solution.** Put $y=e^{qx}$, so that $y'=qy$. The chain rule gives
$$\theta'=\frac{2y'}{1+y^2}=q\,\frac{2y}{1+y^2}.$$
Since $\sin(\arctan y)=y/\sqrt{1+y^2}$ and $\cos(\arctan y)=1/\sqrt{1+y^2}$, the double-angle formula gives
$$\sin\theta=2\sin(\arctan y)\cos(\arctan y)=\frac{2y}{1+y^2}.$$
The two lines agree up to the factor $q$.

Lean's `HasDerivAt` states both that the derivative exists at $x$ and what it is. The auxiliary identity `hs` is the sine formula; the last line applies the chain rule and matches the two expressions.

```lean
/-- The Bloch wall profile obeys the first-order equation `θ' = q sin θ`. -/
theorem wallProfile_hasDerivAt (q x : ℝ) :
    HasDerivAt (wallProfile q) (q * Real.sin (wallProfile q x)) x := by
  have hs : ∀ y : ℝ, Real.sin (2 * Real.arctan y) = 2 * y / (1 + y ^ 2) := by
    intro y
    have e : ∀ r : ℝ, 2 * (y / r) * (1 / r) = 2 * y / r ^ 2 := fun r => by ring
    rw [Real.sin_two_mul, Real.sin_arctan, Real.cos_arctan, e,
      Real.sq_sqrt (by positivity)]
  have h0 : HasDerivAt (fun y : ℝ => q * y) q x :=
    ((hasDerivAt_id x).const_mul q).congr_deriv (mul_one q)
  show HasDerivAt (fun y => 2 * Real.arctan (Real.exp (q * y)))
    (q * Real.sin (2 * Real.arctan (Real.exp (q * x)))) x
  exact (h0.exp.arctan.const_mul 2).congr_deriv (by rw [hs]; ring)
```

## (f) The energy of the infinite Bloch wall

**Task.** For $A,K>0$ and the profile of (e) with $q=\sqrt{K/A}$, show that
$$\lim_{L\to\infty}\int_{-L}^{L}\left(A\theta'^2+K\sin^2\theta\right)dx=4\sqrt{AK}.$$

**Solution.** Here $\sqrt A\,q=\sqrt K$, so by (e)
$$\sqrt A\,\theta'-\sqrt K\sin\theta=\left(\sqrt A\,q-\sqrt K\right)\sin\theta=0.$$
Only the boundary term of (c) remains:
$$\int_{-L}^{L}\left(A\theta'^2+K\sin^2\theta\right)dx=2\sqrt{AK}\left[\cos\theta(-L)-\cos\theta(L)\right].$$
As $L\to\infty$, $e^{qL}\to\infty$ and $e^{-qL}\to0$. Thus $\theta(L)\to\pi$ and $\theta(-L)\to0$, and the bracket tends to $2$.

It is a mistake to read this profile as a finite wall that attains the bound in (d). Its angle stays strictly between $0$ and $\pi$, so (d) does not apply to it. In fact $\cos\theta(x)=-\tanh(qx)$, and the energy on $[-L,L]$ is $4\sqrt{AK}\tanh(qL)$, which lies below the limit without contradicting (d).

In Lean, `Tendsto ... atTop (𝓝 ...)` expresses the limit. The proof obtains the vanishing square in `hz`, the boundary formula in `hE`, and the two limiting angles in `T1` and `T2`.

For a micromagnetic simulation of an isolated, one-dimensional Bloch wall with uniaxial anisotropy, this limit provides a reference energy once the mesh resolves the length $\sqrt{A/K}$.

```lean
/-- For positive `A` and `K`, the energy of the Bloch profile with `q = √(K/A)` on
`[-L, L]` tends to `4 √(AK)` as `L` grows. -/
theorem wallProfile_energy_tendsto {A K : ℝ} (hA : 0 < A) (hK : 0 < K) :
    Tendsto (fun L => wallEnergy A K (wallProfile √(K / A)) (-L) L) atTop
      (𝓝 (4 * √(A * K))) := by
  have hq : 0 < √(K / A) := Real.sqrt_pos.mpr (by positivity)
  have hr : √A * √(K / A) = √K := by
    rw [← Real.sqrt_mul hA.le, show A * (K / A) = K by field_simp]
  generalize √(K / A) = q at hq hr ⊢
  have hd : Differentiable ℝ (wallProfile q) := fun x =>
    (wallProfile_hasDerivAt q x).differentiableAt
  have hder : deriv (wallProfile q) = fun x => q * Real.sin (wallProfile q x) :=
    funext fun x => (wallProfile_hasDerivAt q x).deriv
  have hc : Continuous (deriv (wallProfile q)) := by
    rw [hder]
    exact continuous_const.mul (Real.continuous_sin.comp hd.continuous)
  -- the square vanishes along the profile
  have hz : ∀ x, √A * deriv (wallProfile q) x - √K * Real.sin (wallProfile q x) = 0 := by
    intro x
    rw [(wallProfile_hasDerivAt q x).deriv]
    linear_combination Real.sin (wallProfile q x) * hr
  have hE : ∀ a b, wallEnergy A K (wallProfile q) a b =
      2 * √(A * K) * (Real.cos (wallProfile q a) - Real.cos (wallProfile q b)) := by
    intro a b
    rw [wallEnergy_eq hA.le hK.le hd hc]
    simp only [hz]
    simp
  -- far from the wall the angle tends to π on one side and to 0 on the other
  have T1 : Tendsto (fun L => wallProfile q L) atTop (𝓝 π) := by
    have h := ((Real.tendsto_arctan_atTop.mono_right nhdsWithin_le_nhds).comp
      (Real.tendsto_exp_atTop.comp (tendsto_id.const_mul_atTop hq))).const_mul 2
    rw [show 2 * (π / 2) = π by ring] at h
    exact h
  have T2 : Tendsto (fun L => wallProfile q (-L)) atTop (𝓝 0) := by
    have h := ((Real.continuous_arctan.tendsto 0).comp
      (Real.tendsto_exp_atBot.comp
        (tendsto_neg_atTop_atBot.const_mul_atBot hq))).const_mul 2
    rw [Real.arctan_zero, mul_zero] at h
    exact h
  have h := (((Real.continuous_cos.tendsto 0).comp T2).sub
    ((Real.continuous_cos.tendsto π).comp T1)).const_mul (2 * √(A * K))
  rw [show 2 * √(A * K) * (Real.cos 0 - Real.cos π) = 4 * √(A * K) by
    rw [Real.cos_zero, Real.cos_pi]; ring] at h
  exact h.congr (fun L => (hE (-L) L).symm)
```

## (g) When a wall across the sphere costs less than half the magnetostatic energy

**Task.** For $A,K,\mu_0,M>0$, show that
$$R_c=\frac{36\sqrt{AK}}{\mu_0M^2}$$
is positive and that, for every $R>0$,
$$4\sqrt{AK}\,\pi R^2<\frac12\cdot\frac{\mu_0M^2}{6}\cdot\frac{4\pi R^3}{3}\quad\Longleftrightarrow\quad R>R_c.$$

**Solution.** Positivity of $R_c$ follows from that of the constants. The right-hand side of the inequality is $\pi\mu_0M^2R^3/9$. Subtracting the wall cost gives
$$\frac{\pi\mu_0M^2R^3}{9}-4\sqrt{AK}\,\pi R^2=\frac{\pi R^2}{9}\left(R\mu_0M^2-36\sqrt{AK}\right).$$
The prefactor is positive, so the difference is positive exactly when the bracket is. Dividing by $\mu_0M^2>0$ turns this into $R>R_c$.

The factorization is `key` in the proof, `k2` removes the positive prefactor, and `div_lt_iff₀` carries out the division.

The step from this inequality to a real particle is the estimate that splitting the sphere into two domains saves half its magnetostatic energy. The theorem compares the wall cost with that half; it does not compute the field of the two-domain state. The flat-wall energy is also a poor description when the wall is not thin compared with $R$. Within these idealisations, $R_c$ marks where the two-domain state becomes lower in energy than the uniform one, which is a different question from whether a uniform state can persist as a metastable one.

```lean
/-- For positive material constants the critical radius is positive, and a sphere of
radius `R > 0` has a wall cost below half its magnetostatic energy exactly when `R`
exceeds the critical radius. -/
theorem sphere_wall_favourable_iff {A K μ₀ M : ℝ} (hA : 0 < A) (hK : 0 < K)
    (hμ : 0 < μ₀) (hM : 0 < M) :
    0 < criticalRadius A K μ₀ M ∧ ∀ R, 0 < R →
      (sphereWallCost A K R < sphereMagnetostatic μ₀ M R / 2 ↔
        criticalRadius A K μ₀ M < R) := by
  have hs : 0 < √(A * K) := Real.sqrt_pos.mpr (mul_pos hA hK)
  have hm : 0 < μ₀ * M ^ 2 := by positivity
  refine ⟨div_pos (by positivity) hm, fun R hR => ?_⟩
  have hp : 0 < π * R ^ 2 / 9 := by positivity
  -- the energy gain factors into a positive area term and a linear term in R
  have key : sphereMagnetostatic μ₀ M R / 2 - sphereWallCost A K R =
      π * R ^ 2 / 9 * (R * (μ₀ * M ^ 2) - 36 * √(A * K)) := by
    unfold sphereMagnetostatic sphereWallCost
    ring
  have k2 : 0 < π * R ^ 2 / 9 * (R * (μ₀ * M ^ 2) - 36 * √(A * K)) ↔
      0 < R * (μ₀ * M ^ 2) - 36 * √(A * K) := mul_pos_iff_of_pos_left hp
  rw [← key, sub_pos, sub_pos] at k2
  unfold criticalRadius
  rw [div_lt_iff₀ hm]
  exact k2

end

end MagneticDomains
```

```lean
#print axioms MagneticDomains.stripe_minimizer_iff
#print axioms MagneticDomains.wallEnergy_ge
#print axioms MagneticDomains.wallProfile_energy_tendsto
#print axioms MagneticDomains.sphere_wall_favourable_iff
```

```
'MagneticDomains.stripe_minimizer_iff' depends on axioms: [propext, Classical.choice, Quot.sound]
'MagneticDomains.wallEnergy_ge' depends on axioms: [propext, Classical.choice, Quot.sound]
'MagneticDomains.wallProfile_energy_tendsto' depends on axioms: [propext, Classical.choice, Quot.sound]
'MagneticDomains.sphere_wall_favourable_iff' depends on axioms: [propext, Classical.choice, Quot.sound]
```
